# With constant lead broadening, a steady-state density matrix is unique exactly when there is no undamped bound state

In a wide-band NEGF model, the steady-state density matrix of a device satisfies a linear matrix equation whose source term is the injection from the leads. Computing that term may itself take an integral over energy; here it is taken as given. The equation determines the density matrix only if the homogeneous equation \(KX=XK^\dagger\) has no nonzero solution. Here \(K=H-\tfrac{i}{2}\Gamma\), where \(H\) is the device Hamiltonian, including any constant level shift from the leads, and \(\Gamma\) is the broadening matrix. For a non-interacting device with finitely many orbitals and energy-independent broadening, this can be tested on the eigenvectors of the device Hamiltonian: a nonzero homogeneous solution exists exactly when the broadening matrix annihilates one of them. At a degenerate level all combinations count, not only the basis vectors that a diagonalisation returns.

## The device and its rate equation

The device has a finite set of orthonormal orbitals, labelled by the type `n`. Operators are complex matrices indexed by `n`, and \(\hbar=1\).

```lean
import Mathlib

open Matrix
open scoped ComplexOrder

namespace NEGFSteadyState

noncomputable section

variable {n : Type*} [Fintype n]
```

Let \(H\) be the device Hamiltonian, including any constant level shift from the leads, and let \(\Gamma\) be the broadening matrix, which describes escape into them. The effective Hamiltonian is

\[
K=H-\tfrac{i}{2}\Gamma .
\]

The definition accepts any two matrices. The theorems add the physical conditions where they are needed: `H.IsHermitian`, and `Γ.PosSemidef`, which says that the leads damp and never amplify.

```lean
/-- The effective Hamiltonian `K = H - i Γ / 2` of a device with level broadening `Γ`. -/
def effHam (H Γ : Matrix n n ℂ) : Matrix n n ℂ := H - (Complex.I / 2) • Γ
```

The one-particle density matrix \(\rho\) changes at the rate

\[
\dot\rho=-i(K\rho-\rho K^\dagger)+Q ,
\]

where \(Q\) describes the electrons injected by the leads. This equation is the model's starting point and is not derived from a microscopic lead. Both \(K\) and \(Q\) are held fixed, so a mean field that depends on \(\rho\) and a self-energy that depends on energy are not covered. A steady state is a zero of `densityRate`.

```lean
/-- The rate of change `-i (K ρ - ρ K†) + Q` of the one-particle density matrix `ρ`
with injection `Q` from the leads. -/
def densityRate (H Γ Q ρ : Matrix n n ℂ) : Matrix n n ℂ :=
  (-Complex.I) • (effHam H Γ * ρ - ρ * (effHam H Γ)ᴴ) + Q
```

An undamped bound state is a vector \(v\neq0\) with \(Hv=Ev\) for real \(E\), and \(\Gamma v=0\). The vector need not be normalised.

```lean
/-- There is an undamped bound state: an eigenvector of `H` with real energy that the broadening `Γ`
annihilates. -/
def HasBoundState (H Γ : Matrix n n ℂ) : Prop :=
  ∃ E : ℝ, ∃ v : n → ℂ, v ≠ 0 ∧ (H *ᵥ v = (E : ℂ) • v ∧ Γ *ᵥ v = 0)
```

## Damping of an eigenvector

Applied to a vector, the effective Hamiltonian gives \(Kv=Hv-\tfrac{i}{2}\Gamma v\).

```lean
lemma effHam_mulVec (H Γ : Matrix n n ℂ) (v : n → ℂ) :
    effHam H Γ *ᵥ v = H *ᵥ v - (Complex.I / 2) • (Γ *ᵥ v) := by
  rw [effHam, Matrix.sub_mulVec, Matrix.smul_mulVec]
```

For Hermitian \(A\), the number \(v^\dagger Av\) equals its own complex conjugate, so its imaginary part vanishes. In Lean this number is `star v ⬝ᵥ A *ᵥ v`.

```lean
lemma expectation_im {A : Matrix n n ℂ} (hA : A.IsHermitian) (v : n → ℂ) :
    (star v ⬝ᵥ A *ᵥ v).im = 0 := by
  have hs : star (star v ⬝ᵥ A *ᵥ v) = star v ⬝ᵥ A *ᵥ v := by
    rw [← Matrix.star_dotProduct, Matrix.star_mulVec, hA.eq, ← Matrix.dotProduct_mulVec]
  exact Complex.conj_eq_iff_im.mp hs
```

Now suppose \(Kv=\mu v\). Multiplication by \(v^\dagger\) from the left gives

\[
v^\dagger Hv-\tfrac{i}{2}v^\dagger\Gamma v=\mu\|v\|^2,\qquad \|v\|^2=\sum_i|v_i|^2 .
\]

The term with \(H\) is real, so the imaginary part reads

\[
2\,\mathrm{Im}\,\mu\,\|v\|^2=-\mathrm{Re}\,(v^\dagger\Gamma v).
\]

The proof takes the same two steps with `congrArg`, first for the product with \(v^\dagger\) and then for the imaginary part.

```lean
/-- If `H` is Hermitian and `K v = μ v`, then twice the imaginary part of `μ` times the squared norm
of `v` is minus the real part of `v† Γ v`. -/
theorem damping_identity {H Γ : Matrix n n ℂ} (hH : H.IsHermitian) {μ : ℂ} {v : n → ℂ}
    (hv : effHam H Γ *ᵥ v = μ • v) :
    2 * μ.im * ∑ i, Complex.normSq (v i) = -(star v ⬝ᵥ Γ *ᵥ v).re := by
  have hs : star v ⬝ᵥ v = ((∑ i, Complex.normSq (v i) : ℝ) : ℂ) := by
    rw [Complex.ofReal_sum]
    exact Finset.sum_congr rfl fun i _ => Complex.normSq_eq_conj_mul_self.symm
  have e := congrArg (fun w => star v ⬝ᵥ w) hv
  simp only [effHam_mulVec, dotProduct_sub, dotProduct_smul, smul_eq_mul, hs] at e
  have i1 : (Complex.I / 2).re = 0 := by simp
  have i2 : (Complex.I / 2).im = 1 / 2 := by simp
  -- the Hermitian part drops out of the imaginary part
  have e' := congrArg Complex.im e
  simp only [Complex.sub_im, Complex.mul_im, i1, i2, Complex.ofReal_re, Complex.ofReal_im,
    expectation_im hH v] at e'
  linarith
```

If \(\Gamma\) is positive semidefinite, the right-hand side is at most zero. If some component \(v_i\) is nonzero, then \(\|v\|^2>0\), and therefore \(\mathrm{Im}\,\mu\le0\). Amplitudes evolving as \(e^{-i\mu t}\) do not grow.

```lean
/-- Every eigenvalue of the effective Hamiltonian has nonpositive imaginary part. -/
theorem eigenvalue_im_nonpos {H Γ : Matrix n n ℂ} (hH : H.IsHermitian) (hΓ : Γ.PosSemidef)
    {μ : ℂ} {v : n → ℂ} (hv : effHam H Γ *ᵥ v = μ • v) {i : n} (hi : v i ≠ 0) :
    μ.im ≤ 0 := by
  have hd := damping_identity hH hv
  have hg : 0 ≤ (star v ⬝ᵥ Γ *ᵥ v).re :=
    (Complex.le_def.mp (hΓ.dotProduct_mulVec_nonneg v)).1
  have hS : 0 < ∑ i, Complex.normSq (v i) :=
    Finset.sum_pos' (fun j _ => Complex.normSq_nonneg _)
      ⟨i, Finset.mem_univ i, Complex.normSq_pos.mpr hi⟩
  by_contra hc
  have hp := mul_pos (not_le.mp hc) hS
  linarith
```

For a real eigenvalue \(E\) the left-hand side is zero, hence \(v^\dagger\Gamma v=0\). Since this number equals \(\|\Gamma^{1/2}v\|^2\), it follows that \(\Gamma v=0\), and then \(Kv=Ev\) reduces to \(Hv=Ev\). The converse is substitution. A real eigenvalue of \(K\) therefore belongs to a state that the leads do not damp.

```lean
/-- A vector satisfies the eigenvalue equation of `K` at a real energy exactly when it
satisfies that of `H` and is annihilated by the broadening. -/
theorem real_eigenvector_iff {H Γ : Matrix n n ℂ} (hH : H.IsHermitian) (hΓ : Γ.PosSemidef)
    (E : ℝ) (v : n → ℂ) :
    effHam H Γ *ᵥ v = (E : ℂ) • v ↔ H *ᵥ v = (E : ℂ) • v ∧ Γ *ᵥ v = 0 := by
  constructor
  · intro hv
    have hd := damping_identity hH hv
    rw [Complex.ofReal_im, mul_zero, zero_mul] at hd
    have h0 : star v ⬝ᵥ Γ *ᵥ v = 0 :=
      Complex.ext (by rw [Complex.zero_re]; linarith) (expectation_im hΓ.1 v)
    have hG : Γ *ᵥ v = 0 := (hΓ.dotProduct_mulVec_zero_iff v).mp h0
    rw [effHam_mulVec, hG, smul_zero, sub_zero] at hv
    exact ⟨hv, hG⟩
  · rintro ⟨h1, h2⟩
    rw [effHam_mulVec, h1, h2, smul_zero, sub_zero]
```

## From a real eigenvalue to a stationary matrix, and back

If \(Kv=Ev\) with \(E\) real, then

\[
K\,vv^\dagger=E\,vv^\dagger=v(Kv)^\dagger=vv^\dagger K^\dagger .
\]

The matrix \(vv^\dagger\), written `vecMulVec v (star v)`, is \(\|v\|^2\) times the projector onto the bound state.

```lean
lemma projector_stationary {K : Matrix n n ℂ} {E : ℝ} {v : n → ℂ}
    (hv : K *ᵥ v = (E : ℂ) • v) :
    K * vecMulVec v (star v) = vecMulVec v (star v) * Kᴴ := by
  rw [Matrix.mul_vecMulVec, Matrix.vecMulVec_mul, ← Matrix.star_mulVec, hv]
  ext i j
  simp [vecMulVec_apply]
  ring
```

It is nonzero, because a component \(v_i\neq0\) gives the diagonal entry \(|v_i|^2\neq0\).

```lean
omit [Fintype n] in
lemma projector_ne_zero {v : n → ℂ} (hv : v ≠ 0) : vecMulVec v (star v) ≠ 0 := by
  obtain ⟨i, hi⟩ := Function.ne_iff.mp hv
  intro h
  have h1 : v i * star (v i) = 0 := congrFun (congrFun h i) i
  exact (mul_ne_zero hi (star_ne_zero.mpr hi)) h1
```

For the other direction, let \(X\neq0\) satisfy \(KX=XK^\dagger\), and let \(S\) be the space of all matrices \(Y\) with \(KY=YK^\dagger\). Left multiplication by \(K\) maps \(S\) into itself:

\[
K(KY)=K(YK^\dagger)=(KY)K^\dagger .
\]

As \(S\) is a nonzero finite-dimensional complex space, this map has an eigenvector \(Y\neq0\) in it, so that

\[
KY=\mu Y,\qquad YK^\dagger=\mu Y,\qquad KY^\dagger=\mu^*Y^\dagger ,
\]

where the third equation is the adjoint of the second. Choose an entry \(Y_{ij}\neq0\). Column \(j\) of \(Y\) is an eigenvector of \(K\) for \(\mu\), and column \(i\) of \(Y^\dagger\), the conjugated row \(i\) of \(Y\), is one for \(\mu^*\). The damping bound applies to both, giving \(\mathrm{Im}\,\mu\le0\) and \(-\mathrm{Im}\,\mu\le0\). Hence \(\mu\) is real.

In the code, `f` is the restricted multiplication map, `hc` and `hr` are the two eigenvalue equations, and `m1` and `m2` are the two inequalities. The matrix \(X\) in the theorem is any complex matrix, with no assumption of Hermiticity or positivity.

```lean
/-- The stationary equation `K X = X K†` has a nonzero matrix solution if and only if the
effective Hamiltonian `K` has a real eigenvalue. -/
theorem stationary_iff_real_eigenvalue {H Γ : Matrix n n ℂ} (hH : H.IsHermitian)
    (hΓ : Γ.PosSemidef) :
    (∃ X : Matrix n n ℂ, X ≠ 0 ∧ effHam H Γ * X = X * (effHam H Γ)ᴴ) ↔
      ∃ E : ℝ, ∃ v : n → ℂ, v ≠ 0 ∧ effHam H Γ *ᵥ v = (E : ℂ) • v := by
  constructor
  · rintro ⟨X, hX0, hX⟩
    set K := effHam H Γ with hK
    -- the solution space is invariant under left multiplication by `K`
    let S : Submodule ℂ (Matrix n n ℂ) :=
      { carrier := {Y | K * Y = Y * Kᴴ}
        add_mem' := fun {a b} ha hb => by
          change K * (a + b) = (a + b) * Kᴴ
          rw [Matrix.mul_add, Matrix.add_mul, show K * a = a * Kᴴ from ha,
            show K * b = b * Kᴴ from hb]
        zero_mem' := by
          change K * 0 = 0 * Kᴴ
          rw [Matrix.mul_zero, Matrix.zero_mul]
        smul_mem' := fun c a ha => by
          change K * (c • a) = (c • a) * Kᴴ
          rw [Matrix.mul_smul, Matrix.smul_mul, show K * a = a * Kᴴ from ha] }
    have hinv : ∀ Y ∈ S, LinearMap.mulLeft ℂ K Y ∈ S := fun Y hY => by
      change K * (K * Y) = K * Y * Kᴴ
      rw [Matrix.mul_assoc, ← show K * Y = Y * Kᴴ from hY]
    have : Nontrivial S := ⟨⟨⟨X, hX⟩, 0, fun h => hX0 (congrArg Subtype.val h)⟩⟩
    let f : Module.End ℂ S := (LinearMap.mulLeft ℂ K).restrict hinv
    obtain ⟨μ, hμ⟩ := Module.End.exists_eigenvalue f
    obtain ⟨Y, hY⟩ := hμ.exists_hasEigenvector
    have h1 : K * Y.1 = μ • Y.1 := congrArg Subtype.val hY.apply_eq_smul
    have h2 : Y.1 * Kᴴ = μ • Y.1 := (show K * Y.1 = Y.1 * Kᴴ from Y.2).symm.trans h1
    have h3 := congrArg conjTranspose h2
    rw [conjTranspose_mul, conjTranspose_conjTranspose, conjTranspose_smul] at h3
    obtain ⟨i, j, hij⟩ : ∃ i j, Y.1 i j ≠ 0 := by
      by_contra hc
      push Not at hc
      exact hY.2 (Subtype.ext (Matrix.ext hc))
    -- a column belongs to `μ`, a conjugated row to the conjugate of `μ`
    have hc : K *ᵥ (fun k => Y.1 k j) = μ • (fun k => Y.1 k j) :=
      funext fun k => congrFun (congrFun h1 k) j
    have hr : K *ᵥ (fun k => Y.1ᴴ k i) = star μ • (fun k => Y.1ᴴ k i) :=
      funext fun k => congrFun (congrFun h3 k) i
    have m1 : μ.im ≤ 0 := eigenvalue_im_nonpos hH hΓ hc (i := i) hij
    have m2 : (star μ).im ≤ 0 :=
      eigenvalue_im_nonpos hH hΓ hr (i := j) (star_ne_zero.mpr hij)
    have m3 : (star μ).im = -μ.im := Complex.conj_im μ
    have hre : μ = (μ.re : ℂ) :=
      Complex.ext (Complex.ofReal_re _).symm (by rw [Complex.ofReal_im]; linarith)
    exact ⟨μ.re, fun k => Y.1 k j, fun h => hij (congrFun h i), by rw [← hre]; exact hc⟩
  · rintro ⟨E, v, hv0, hv⟩
    exact ⟨_, projector_ne_zero hv0, projector_stationary hv⟩
```

Replacing the real eigenvalue by the equivalent pair \(Hv=Ev\), \(\Gamma v=0\) gives the criterion in terms of bound states.

```lean
/-- The stationary equation has a nonzero solution exactly when an undamped bound state
exists. -/
theorem stationary_iff_boundState {H Γ : Matrix n n ℂ} (hH : H.IsHermitian)
    (hΓ : Γ.PosSemidef) :
    (∃ X : Matrix n n ℂ, X ≠ 0 ∧ effHam H Γ * X = X * (effHam H Γ)ᴴ) ↔
      HasBoundState H Γ := by
  rw [stationary_iff_real_eigenvalue hH hΓ]
  exact exists_congr fun E => exists_congr fun v =>
    and_congr_right fun _ => real_eigenvector_iff hH hΓ E v
```

## Uniqueness of the steady state

Let \(\rho\) be a steady state. The rate is affine in the density matrix, so

\[
\dot\rho\,\big|_{\rho+X}=\dot\rho\,\big|_{\rho}-i(KX-XK^\dagger)=-i(KX-XK^\dagger).
\]

Thus \(\rho+X\) is steady exactly when \(X\) solves the homogeneous equation.

```lean
lemma steady_add_iff {H Γ Q ρ : Matrix n n ℂ} (hρ : densityRate H Γ Q ρ = 0)
    (X : Matrix n n ℂ) :
    densityRate H Γ Q (ρ + X) = 0 ↔ effHam H Γ * X = X * (effHam H Γ)ᴴ := by
  have h : densityRate H Γ Q (ρ + X) = densityRate H Γ Q ρ +
      (-Complex.I) • (effHam H Γ * X - X * (effHam H Γ)ᴴ) := by
    simp only [densityRate, Matrix.mul_add, Matrix.add_mul]
    module
  rw [h, hρ, zero_add, smul_eq_zero_iff_right (neg_ne_zero.mpr Complex.I_ne_zero), sub_eq_zero]
```

Suppose that a positive semidefinite steady state \(\rho\) is given. A second one, \(\rho'\), makes \(X=\rho'-\rho\) a nonzero homogeneous solution, so a bound state exists. Conversely, a bound state \(v\) gives the different steady state \(\rho+vv^\dagger\), which is again positive semidefinite. Physically, the population added to \(v\) has no route into the leads.

The theorem assumes that \(\rho\) exists. It requires nonnegative occupations but does not impose the Pauli bound \(\rho\le1\), which \(\rho+vv^\dagger\) may violate.

```lean
/-- Given one positive semidefinite steady state, a different one with the same injection
exists if and only if there is an undamped bound state. -/
theorem steadyState_nonunique_iff {H Γ Q ρ : Matrix n n ℂ} (hH : H.IsHermitian)
    (hΓ : Γ.PosSemidef) (hρ : ρ.PosSemidef) (hs : densityRate H Γ Q ρ = 0) :
    (∃ ρ' : Matrix n n ℂ, ρ'.PosSemidef ∧ ρ' ≠ ρ ∧ densityRate H Γ Q ρ' = 0) ↔
      HasBoundState H Γ := by
  constructor
  · rintro ⟨ρ', -, hne, hs'⟩
    refine (stationary_iff_boundState hH hΓ).mp ⟨ρ' - ρ, sub_ne_zero.mpr hne, ?_⟩
    rw [← steady_add_iff hs, add_sub_cancel]
    exact hs'
  · rintro ⟨E, v, hv0, hv⟩
    -- populate the bound state in addition
    refine ⟨ρ + vecMulVec v (star v), hρ.add (posSemidef_vecMulVec_self_star v), ?_, ?_⟩
    · exact fun h => projector_ne_zero hv0 (add_eq_left.mp h)
    · exact (steady_add_iff hs _).mpr
        (projector_stationary ((real_eigenvector_iff hH hΓ E v).mpr hv))
```

Existence can be included if all injection matrices are considered together. Put \(L(X)=KX-XK^\dagger\); the steady-state equation is then \(L(\rho)=-iQ\). Without a bound state \(L\) is injective, and an injective linear map of a finite-dimensional space to itself is surjective, so each \(Q\) has exactly one solution. With a bound state, \(Q=0\) already has two solutions, \(0\) and a nonzero \(X\). Here \(Q\) and \(\rho\) range over all complex matrices, and the theorem does not say that \(\rho\) is positive for a physical \(Q\).

```lean
/-- Every injection matrix has exactly one stationary matrix `ρ` if and only if there is no
undamped bound state. -/
theorem existsUnique_steady_iff {H Γ : Matrix n n ℂ} (hH : H.IsHermitian)
    (hΓ : Γ.PosSemidef) :
    (∀ Q : Matrix n n ℂ, ∃! ρ, densityRate H Γ Q ρ = 0) ↔ ¬ HasBoundState H Γ := by
  rw [← stationary_iff_boundState hH hΓ]
  constructor
  · rintro h ⟨X, hX0, hX⟩
    have h0 : densityRate H Γ 0 0 = 0 := by simp [densityRate]
    have hX' := (steady_add_iff h0 X).mpr hX
    rw [zero_add] at hX'
    exact hX0 ((h 0).unique hX' h0)
  · intro h Q
    let L : Matrix n n ℂ →ₗ[ℂ] Matrix n n ℂ :=
      LinearMap.mulLeft ℂ (effHam H Γ) - LinearMap.mulRight ℂ (effHam H Γ)ᴴ
    -- in finite dimension uniqueness gives existence
    have hinj : Function.Injective L := by
      rw [injective_iff_map_eq_zero]
      intro X hX
      by_contra hne
      exact h ⟨X, hne, sub_eq_zero.mp hX⟩
    obtain ⟨ρ, hρ⟩ := LinearMap.injective_iff_surjective.mp hinj ((-Complex.I) • Q)
    have hρ' : effHam H Γ * ρ - ρ * (effHam H Γ)ᴴ = (-Complex.I) • Q := hρ
    have hs : densityRate H Γ Q ρ = 0 := by
      rw [densityRate, hρ', smul_smul, neg_mul_neg, Complex.I_mul_I, neg_one_smul,
        neg_add_cancel]
    refine ⟨ρ, hs, fun ρ' hs' => ?_⟩
    by_contra hne
    refine h ⟨ρ' - ρ, sub_ne_zero.mpr hne, ?_⟩
    rw [← steady_add_iff hs, add_sub_cancel]
    exact hs'
```

## Uniform filling and a dark state

Let every orbital have the same occupation \(f\ge0\), and let \(Q=f\Gamma\). For \(\rho=f\,1\),

\[
-i f(K-K^\dagger)+f\Gamma=-i f(-i\Gamma)+f\Gamma=0 .
\]

This supplies the steady state that `steadyState_nonunique_iff` takes as given, for every Hermitian \(H\) and positive semidefinite \(\Gamma\). Fermions require \(f\le1\) as well.

```lean
/-- Uniform filling `f` of all orbitals is a positive semidefinite steady state for the
injection `f Γ`. -/
theorem uniform_filling_witness [DecidableEq n] {H Γ : Matrix n n ℂ} (hH : H.IsHermitian)
    (hΓ : Γ.PosSemidef) {f : ℝ} (hf : 0 ≤ f) :
    ((f : ℂ) • (1 : Matrix n n ℂ)).PosSemidef ∧
      densityRate H Γ ((f : ℂ) • Γ) ((f : ℂ) • 1) = 0 := by
  refine ⟨Matrix.PosSemidef.one.smul (by exact_mod_cast hf), ?_⟩
  have hK : (effHam H Γ)ᴴ = H + (Complex.I / 2) • Γ := by
    have hc : star (Complex.I / 2) = -(Complex.I / 2) := by
      apply Complex.ext <;> simp
      norm_num
    rw [effHam, conjTranspose_sub, conjTranspose_smul, hH.eq, hΓ.1.eq, hc, neg_smul,
      sub_neg_eq_add]
  rw [densityRate, hK, effHam, Matrix.mul_smul, Matrix.smul_mul, Matrix.mul_one,
    Matrix.one_mul]
  ext i j
  simp only [Matrix.add_apply, Matrix.sub_apply, Matrix.smul_apply, smul_eq_mul,
    Matrix.zero_apply]
  linear_combination (f : ℂ) * Γ i j * Complex.I_sq
```

Finally, take two sites of energy \(\varepsilon\) with hopping \(t\), coupled with equal amplitude to one common lead channel:

\[
H=\begin{pmatrix}\varepsilon&t\\t&\varepsilon\end{pmatrix},\qquad
\Gamma=\gamma\begin{pmatrix}1&1\\1&1\end{pmatrix}.
\]

The antisymmetric vector \((1,-1)\), normalised to \((1,-1)/\sqrt2\), has energy \(\varepsilon-t\), and its two amplitudes cancel in the lead channel, so \(\Gamma v=0\). The algebra holds for any real \(\gamma\); a physical broadening has \(\gamma\ge0\). Each site taken alone is then damped if \(\gamma>0\), yet the device has an undamped state, so nonzero diagonal entries of \(\Gamma\) do not ensure a unique steady state.

```lean
/-- Two sites of equal energy `ε` and hopping `t`, coupled with equal amplitude to one common
lead channel, have an undamped bound state. -/
theorem two_site_dark_state (ε t γ : ℝ) :
    HasBoundState !![(ε : ℂ), (t : ℂ); (t : ℂ), (ε : ℂ)]
      !![(γ : ℂ), (γ : ℂ); (γ : ℂ), (γ : ℂ)] := by
  refine ⟨ε - t, ![1, -1], fun h => by simpa using congrFun h 0, ?_, ?_⟩
  · ext i
    fin_cases i <;> simp [Matrix.mulVec, dotProduct, Fin.sum_univ_succ] <;> ring
  · ext i
    fin_cases i <;> simp [Matrix.mulVec, dotProduct, Fin.sum_univ_succ]

end

end NEGFSteadyState
```

```lean
#print axioms NEGFSteadyState.steadyState_nonunique_iff
-- 'NEGFSteadyState.steadyState_nonunique_iff' depends on axioms: [propext, Classical.choice, Quot.sound]
#print axioms NEGFSteadyState.existsUnique_steady_iff
-- 'NEGFSteadyState.existsUnique_steady_iff' depends on axioms: [propext, Classical.choice, Quot.sound]
#print axioms NEGFSteadyState.two_site_dark_state
-- 'NEGFSteadyState.two_site_dark_state' depends on axioms: [propext, Classical.choice, Quot.sound]
```
